# The second-order Stark coefficient of a particle in a one-dimensional box is negative only for the ground state

A particle sits between two impenetrable walls, and a weak uniform field tilts the floor of the box. By symmetry about the centre, no level moves at first order in the field. Which levels move down at second order, and by how much?

## The coefficient for every level

Take \(\hbar=m=1\), walls at \(x=0\) and \(x=1\), and
\[
H=-\tfrac12\frac{d^2}{dx^2}+F\,(x-\tfrac12),
\]
where \(F\) is the field strength with the charge absorbed. Level \(n\ge1\) has wave number \(k=n\pi\) and unperturbed state \(\psi=\sqrt2\sin kx\). Write \(y=x-\tfrac12\). A first-order response is a function \(\chi\) that vanishes at the walls and satisfies
\[
-\tfrac12\chi''-\tfrac12k^2\chi=(E_1-y)\,\psi ,
\]
with \(E_1\) the first-order energy. Every such \(\chi\) has \(E_1=0\) and
\[
E_2=\int_0^1\psi\,y\,\chi\,dx=\frac{1-15/k^2}{24k^2}.
\]
This is about \(-0.002195\) for \(n=1\) and \(+0.000654\) for \(n=2\). It is positive for all \(n\ge2\). For mass \(m\) and box length \(L\), the energy shift at second order is \(E_2\,mF^2L^4/\hbar^2\).

## Where a response solver uses this

A code that solves the first-order equation directly faces a singular operator: adding any multiple of \(\psi\) to \(\chi\) gives another solution. Since \(E_2\) is the same for all of them, it does not matter for this energy which solution the code returns. For one non-interacting particle in this one-dimensional box, the formula also supplies an exact reference value for the computed response energy, with a change of sign between the first two levels.

## From the Wronskian to the closed form

**First-order energy.** Let \(W=(\psi'\chi-\psi\chi')/2\). Since \(\psi''=-k^2\psi\),
\[
W'=\psi\left(-\tfrac12\chi''-\tfrac12k^2\chi\right)=(E_1-y)\psi^2 .
\]
\(W\) vanishes at both walls, so \(0=E_1\int_0^1\psi^2\,dx-\int_0^1y\psi^2\,dx\). The first integral is 1, and the second is 0 because \(\psi^2\) is even about the centre. Hence \(E_1=0\).

**Independence of the response.** For two responses \(\chi\) and \(\varphi\), the equation with \(E_1=0\) gives
\[
\frac{d}{dx}\,\frac{\varphi'\chi-\varphi\chi'}{2}=\frac{\varphi''\chi-\varphi\chi''}{2}=\psi y\chi-\psi y\varphi .
\]
The left side integrates to zero, so both responses give the same \(E_2\).

**An explicit response.** Take
\[
\chi=\sqrt2\left[\frac{y\sin kx}{2k^2}-\frac{(y^2-\frac14)\cos kx}{2k}\right].
\]
It vanishes at the walls, where \(\sin kx=0\) and \(y^2=\tfrac14\). Differentiating twice,
\[
\chi'=\sqrt2\left[\frac{(y^2-\frac14)\sin kx}{2}+\frac{\sin kx}{2k^2}-\frac{y\cos kx}{2k}\right],
\]
\[
\chi''=\sqrt2\left[\tfrac32y\sin kx+\tfrac k2(y^2-\tfrac14)\cos kx\right]=2y\psi-k^2\chi ,
\]
which is the required equation.

**The integral.** The energy density is
\[
\psi y\chi=\frac{y^2\sin^2kx}{k^2}-\frac{(y^3-\frac y4)\sin2kx}{2k}.
\]
Two integrations by parts give \(J=\int_0^1y^2\cos2kx\,dx=1/(2k^2)\). The first term then contributes
\[
\frac1{k^2}\left(\frac1{24}-\frac J2\right)=\frac1{24k^2}-\frac1{4k^4}.
\]
In the second term, \(y^3-y/4\) vanishes at the walls and \(\int_0^1\cos2kx\,dx=0\), so one integration by parts gives
\[
-\frac1{2k}\cdot\frac{3J}{2k}=-\frac3{8k^4}.
\]
The sum is \(\frac1{24k^2}-\frac5{8k^4}\), the stated value.

**The sign.** \(E_2<0\) exactly when \(k^2<15\). Since \(\pi^2<15<(2\pi)^2\), this happens only for \(n=1\).

## The derivation in Lean

```lean
import Mathlib

open Real Set

namespace BoxStarkShift

noncomputable section

/-- The wave number `n π` of level `n` in the unit box. -/
def waveNumber (n : ℕ) : ℝ := n * π

/-- The box state `√2 sin(n π x)`. -/
def boxState (n : ℕ) (x : ℝ) : ℝ := √2 * sin (waveNumber n * x)

/-- `χ`, with first and second derivatives `χ₁` and `χ₂` on the box, vanishes at the walls and
solves the first-order perturbation equation for the potential `x - 1/2`, with first-order
energy `E₁`. -/
structure IsResponse (n : ℕ) (E₁ : ℝ) (χ χ₁ χ₂ : ℝ → ℝ) : Prop where
  deriv_one : ∀ x ∈ Icc (0 : ℝ) 1, HasDerivWithinAt χ (χ₁ x) (Icc 0 1) x
  deriv_two : ∀ x ∈ Icc (0 : ℝ) 1, HasDerivWithinAt χ₁ (χ₂ x) (Icc 0 1) x
  wall_zero : χ 0 = 0
  wall_one : χ 1 = 0
  equation : ∀ x ∈ Icc (0 : ℝ) 1,
    -χ₂ x / 2 - waveNumber n ^ 2 / 2 * χ x = (E₁ - (x - 1 / 2)) * boxState n x

/-- The second-order energy: the integral of `ψ (x - 1/2) χ` over the box. -/
def secondOrderEnergy (n : ℕ) (χ : ℝ → ℝ) : ℝ :=
  ∫ x in (0 : ℝ)..1, boxState n x * (x - 1 / 2) * χ x

/-- An explicit response function, for `n ≥ 1`. -/
def response (n : ℕ) (x : ℝ) : ℝ :=
  √2 * ((x - 1 / 2) * sin (waveNumber n * x) / (2 * waveNumber n ^ 2)
    - ((x - 1 / 2) ^ 2 - 1 / 4) * cos (waveNumber n * x) / (2 * waveNumber n))

/-- The slope of the explicit response function, for `n ≥ 1`. -/
def responseSlope (n : ℕ) (x : ℝ) : ℝ :=
  √2 * (((x - 1 / 2) ^ 2 - 1 / 4) * sin (waveNumber n * x) / 2
    + sin (waveNumber n * x) / (2 * waveNumber n ^ 2)
    - (x - 1 / 2) * cos (waveNumber n * x) / (2 * waveNumber n))

/-- The integral over the box of a continuous derivative is the difference of wall values. -/
theorem integral_box {f g : ℝ → ℝ}
    (h : ∀ x ∈ Icc (0 : ℝ) 1, HasDerivWithinAt f (g x) (Icc 0 1) x)
    (hg : ContinuousOn g (Icc 0 1)) : ∫ x in (0 : ℝ)..1, g x = f 1 - f 0 :=
  intervalIntegral.integral_eq_sub_of_hasDerivAt_of_le zero_le_one
    (fun x hx => (h x hx).continuousWithinAt)
    (fun x hx => (h x (Ioo_subset_Icc_self hx)).hasDerivAt (Icc_mem_nhds hx.1 hx.2))
    (hg.intervalIntegrable_of_Icc zero_le_one)

/-- Derivatives of the standing waves `sin(k x)` and `cos(k x)`. -/
theorem hasDerivAt_waves (k x : ℝ) :
    HasDerivAt (fun t => sin (k * t)) (k * cos (k * x)) x ∧
    HasDerivAt (fun t => cos (k * t)) (-(k * sin (k * x))) x := by
  have h : HasDerivAt (fun t : ℝ => k * t) k x :=
    ((hasDerivAt_id' x).const_mul k).congr_deriv (mul_one k)
  exact ⟨h.sin.congr_deriv (by ring), h.cos.congr_deriv (by ring)⟩

/-- Derivatives of the products `sin(k x) cos(k x)` and `sin(k x)^2`. -/
theorem hasDerivAt_products (k x : ℝ) :
    HasDerivAt (fun t => sin (k * t) * cos (k * t)) (k * (1 - 2 * sin (k * x) ^ 2)) x ∧
    HasDerivAt (fun t => sin (k * t) ^ 2) (2 * k * (sin (k * x) * cos (k * x))) x := by
  obtain ⟨hs, hc⟩ := hasDerivAt_waves k x
  constructor
  · exact (hs.fun_mul hc).congr_deriv (by linear_combination k * sin_sq_add_cos_sq (k * x))
  · simp only [pow_two]
    exact (hs.fun_mul hs).congr_deriv (by ring)

/-- For `n ≥ 1`, the first-order equation has a solution vanishing at the walls only if the
first-order energy is zero. -/
theorem firstOrderEnergy_eq_zero {n : ℕ} (hn : 1 ≤ n) {E₁ : ℝ} {χ χ₁ χ₂ : ℝ → ℝ}
    (h : IsResponse n E₁ χ χ₁ χ₂) : E₁ = 0 := by
  have hk : waveNumber n ≠ 0 := mul_ne_zero (Nat.cast_ne_zero.2 (by omega)) pi_ne_zero
  have hsin : sin (waveNumber n) = 0 := sin_nat_mul_pi n
  have h2 : √2 ^ 2 = (2 : ℝ) := Real.sq_sqrt (by norm_num)
  -- the Wronskian of `ψ` and `χ`, minus an antiderivative of `(E₁ - (x - 1/2)) ψ²`, is constant
  have hf : ∀ x ∈ Icc (0 : ℝ) 1, HasDerivWithinAt (fun t =>
      (√2 * (waveNumber n * cos (waveNumber n * t)) * χ t
        - √2 * sin (waveNumber n * t) * χ₁ t) / 2
      - (E₁ * (t - 1 / 2) - (t - 1 / 2) ^ 2 / 2
        - (E₁ - (t - 1 / 2)) * (sin (waveNumber n * t) * cos (waveNumber n * t)) / waveNumber n
        - sin (waveNumber n * t) ^ 2 / (2 * waveNumber n ^ 2))) 0 (Icc 0 1) x := by
    intro x hx
    obtain ⟨hs, hc⟩ := hasDerivAt_waves (waveNumber n) x
    obtain ⟨hP, hQ⟩ := hasDerivAt_products (waveNumber n) x
    have hy : HasDerivAt (fun t : ℝ => t - 1 / 2) 1 x := (hasDerivAt_id' x).sub_const _
    have hy2 : HasDerivAt (fun t : ℝ => (t - 1 / 2) ^ 2) (2 * (x - 1 / 2)) x :=
      (hy.fun_pow 2).congr_deriv (by norm_num)
    have heq := h.equation x hx
    simp only [boxState] at heq
    have hW := (((((hc.const_mul (waveNumber n)).const_mul √2).hasDerivWithinAt.mul
      (h.deriv_one x hx)).sub ((hs.const_mul √2).hasDerivWithinAt.mul
      (h.deriv_two x hx))).div_const 2).congr_deriv
      (g' := (E₁ - (x - 1 / 2)) * (2 * sin (waveNumber n * x) ^ 2)) (by
        linear_combination √2 * sin (waveNumber n * x) * heq
          + (E₁ - (x - 1 / 2)) * sin (waveNumber n * x) ^ 2 * h2)
    have hG := ((((hy.const_mul E₁).fun_sub (hy2.div_const 2)).fun_sub
      (((hy.const_sub E₁).fun_mul hP).div_const (waveNumber n))).fun_sub
      (hQ.div_const (2 * waveNumber n ^ 2))).congr_deriv
      (g' := (E₁ - (x - 1 / 2)) * (2 * sin (waveNumber n * x) ^ 2)) (by
        field_simp
        ring)
    exact (hW.sub hG.hasDerivWithinAt).congr_deriv (sub_self _)
  have key := integral_box (g := fun _ => 0) hf continuousOn_const
  simp only [intervalIntegral.integral_zero, mul_one, mul_zero, sin_zero, hsin,
    h.wall_zero, h.wall_one] at key
  linear_combination key

/-- Any two response functions give the same second-order energy. -/
theorem secondOrderEnergy_unique {n : ℕ} {χ χ₁ χ₂ φ φ₁ φ₂ : ℝ → ℝ}
    (hχ : IsResponse n 0 χ χ₁ χ₂) (hφ : IsResponse n 0 φ φ₁ φ₂) :
    secondOrderEnergy n χ = secondOrderEnergy n φ := by
  have hW : ∀ x ∈ Icc (0 : ℝ) 1, HasDerivWithinAt (fun t => (φ₁ t * χ t - φ t * χ₁ t) / 2)
      (boxState n x * (x - 1 / 2) * χ x - boxState n x * (x - 1 / 2) * φ x) (Icc 0 1) x := by
    intro x hx
    refine ((((hφ.deriv_two x hx).mul (hχ.deriv_one x hx)).sub
      ((hφ.deriv_one x hx).mul (hχ.deriv_two x hx))).div_const 2).congr_deriv ?_
    linear_combination (-χ x) * hφ.equation x hx + φ x * hχ.equation x hx
  have hc : Continuous (fun x => boxState n x * (x - 1 / 2)) := by
    unfold boxState
    fun_prop
  have h1 : ContinuousOn (fun x => boxState n x * (x - 1 / 2) * χ x) (Icc 0 1) :=
    hc.continuousOn.mul (fun x hx => (hχ.deriv_one x hx).continuousWithinAt)
  have h2 : ContinuousOn (fun x => boxState n x * (x - 1 / 2) * φ x) (Icc 0 1) :=
    hc.continuousOn.mul (fun x hx => (hφ.deriv_one x hx).continuousWithinAt)
  have hsub := intervalIntegral.integral_sub (μ := MeasureTheory.volume)
    (h1.intervalIntegrable_of_Icc zero_le_one) (h2.intervalIntegrable_of_Icc zero_le_one)
  -- the Wronskian of the two responses vanishes at both walls
  have key := integral_box hW (h1.sub h2)
  have hz : secondOrderEnergy n χ - secondOrderEnergy n φ = 0 :=
    hsub.symm.trans (key.trans (by
      simp [hχ.wall_zero, hχ.wall_one, hφ.wall_zero, hφ.wall_one]))
  exact sub_eq_zero.1 hz

/-- The explicit response function solves the first-order equation with `E₁ = 0`. -/
theorem response_witness {n : ℕ} (hn : 1 ≤ n) :
    IsResponse n 0 (response n) (responseSlope n)
      (fun x => 2 * (x - 1 / 2) * boxState n x - waveNumber n ^ 2 * response n x) := by
  have hk : waveNumber n ≠ 0 := mul_ne_zero (Nat.cast_ne_zero.2 (by omega)) pi_ne_zero
  have hsin : sin (waveNumber n) = 0 := sin_nat_mul_pi n
  have hy : ∀ x : ℝ, HasDerivAt (fun t : ℝ => t - 1 / 2) 1 x :=
    fun x => (hasDerivAt_id' x).sub_const _
  have hq : ∀ x : ℝ, HasDerivAt (fun t : ℝ => (t - 1 / 2) ^ 2 - 1 / 4) (2 * (x - 1 / 2)) x :=
    fun x => (((hy x).fun_pow 2).sub_const _).congr_deriv (by norm_num)
  refine ⟨fun x _ => ?_, fun x _ => ?_, ?_, ?_, fun x _ => by ring⟩
  · obtain ⟨hs, hc⟩ := hasDerivAt_waves (waveNumber n) x
    refine (((((hy x).fun_mul hs).div_const (2 * waveNumber n ^ 2)).fun_sub
      (((hq x).fun_mul hc).div_const (2 * waveNumber n))).const_mul
      √2).hasDerivWithinAt.congr_deriv ?_
    simp only [responseSlope]
    field_simp
    ring
  · obtain ⟨hs, hc⟩ := hasDerivAt_waves (waveNumber n) x
    refine ((((((hq x).fun_mul hs).div_const 2).fun_add
      (hs.div_const (2 * waveNumber n ^ 2))).fun_sub
      (((hy x).fun_mul hc).div_const (2 * waveNumber n))).const_mul
      √2).hasDerivWithinAt.congr_deriv ?_
    simp only [response, boxState]
    field_simp
    ring
  · simp only [response, mul_zero, sin_zero]
    ring
  · simp only [response, mul_one, hsin]
    ring

/-- The second-order energy of the explicit response function. -/
theorem secondOrderEnergy_response {n : ℕ} (hn : 1 ≤ n) :
    secondOrderEnergy n (response n) =
      (1 - 15 / waveNumber n ^ 2) / (24 * waveNumber n ^ 2) := by
  have hk : waveNumber n ≠ 0 := mul_ne_zero (Nat.cast_ne_zero.2 (by omega)) pi_ne_zero
  have hsin : sin (waveNumber n) = 0 := sin_nat_mul_pi n
  have h2 : √2 ^ 2 = (2 : ℝ) := Real.sq_sqrt (by norm_num)
  -- an explicit antiderivative of the energy density
  have hF : ∀ x : ℝ, HasDerivAt (fun t =>
      (((t - 1 / 2) ^ 3 - (t - 1 / 2) / 4) / (4 * waveNumber n ^ 2)
        - 5 * (t - 1 / 2) / (8 * waveNumber n ^ 4)) * (1 - 2 * sin (waveNumber n * t) ^ 2)
      - ((5 / 4 * (t - 1 / 2) ^ 2 - 1 / 16) / waveNumber n ^ 3 - 5 / (8 * waveNumber n ^ 5))
        * (sin (waveNumber n * t) * cos (waveNumber n * t))
      + (t - 1 / 2) ^ 3 / (6 * waveNumber n ^ 2))
      (boxState n x * (x - 1 / 2) * response n x) x := by
    intro x
    obtain ⟨hP, hQ⟩ := hasDerivAt_products (waveNumber n) x
    have hy : HasDerivAt (fun t : ℝ => t - 1 / 2) 1 x := (hasDerivAt_id' x).sub_const _
    have hy2 : HasDerivAt (fun t : ℝ => (t - 1 / 2) ^ 2) (2 * (x - 1 / 2)) x :=
      (hy.fun_pow 2).congr_deriv (by norm_num)
    have hy3 : HasDerivAt (fun t : ℝ => (t - 1 / 2) ^ 3) (3 * (x - 1 / 2) ^ 2) x :=
      (hy.fun_pow 3).congr_deriv (by norm_num)
    have hA := ((hy3.fun_sub (hy.div_const 4)).div_const (4 * waveNumber n ^ 2)).fun_sub
      ((hy.const_mul 5).div_const (8 * waveNumber n ^ 4))
    have hB := (((hy2.const_mul (5 / 4)).sub_const (1 / 16)).div_const
      (waveNumber n ^ 3)).sub_const (5 / (8 * waveNumber n ^ 5))
    refine (((hA.fun_mul ((hQ.const_mul 2).const_sub 1)).fun_sub (hB.fun_mul hP)).fun_add
      (hy3.div_const (6 * waveNumber n ^ 2))).congr_deriv ?_
    have hprod : boxState n x * (x - 1 / 2) * response n x =
        2 * (sin (waveNumber n * x) * (x - 1 / 2) *
          ((x - 1 / 2) * sin (waveNumber n * x) / (2 * waveNumber n ^ 2)
          - ((x - 1 / 2) ^ 2 - 1 / 4) * cos (waveNumber n * x) / (2 * waveNumber n))) := by
      simp only [boxState, response]
      linear_combination (sin (waveNumber n * x) * (x - 1 / 2) *
        ((x - 1 / 2) * sin (waveNumber n * x) / (2 * waveNumber n ^ 2)
        - ((x - 1 / 2) ^ 2 - 1 / 4) * cos (waveNumber n * x) / (2 * waveNumber n))) * h2
    rw [hprod]
    field_simp
    ring
  have hc : Continuous (fun x => boxState n x * (x - 1 / 2) * response n x) := by
    unfold boxState response
    fun_prop
  refine (integral_box (fun x _ => (hF x).hasDerivWithinAt) hc.continuousOn).trans ?_
  simp only [mul_one, mul_zero, sin_zero, hsin]
  field_simp
  ring

/-- Quadratic Stark shift in the unit box: for every response function of level `n ≥ 1` the
first-order energy is zero and the second-order energy is `(1 - 15/(nπ)²) / (24 (nπ)²)`. -/
theorem quadratic_stark_shift {n : ℕ} (hn : 1 ≤ n) {E₁ : ℝ} {χ χ₁ χ₂ : ℝ → ℝ}
    (h : IsResponse n E₁ χ χ₁ χ₂) :
    E₁ = 0 ∧ secondOrderEnergy n χ = (1 - 15 / (n * π) ^ 2) / (24 * (n * π) ^ 2) := by
  have h0 := firstOrderEnergy_eq_zero hn h
  subst h0
  exact ⟨rfl, (secondOrderEnergy_unique h (response_witness hn)).trans
    (secondOrderEnergy_response hn)⟩

/-- The second-order energy is negative exactly for `n = 1` and positive exactly for the other
levels. -/
theorem stark_shift_sign {n : ℕ} (hn : 1 ≤ n) {E₁ : ℝ} {χ χ₁ χ₂ : ℝ → ℝ}
    (h : IsResponse n E₁ χ χ₁ χ₂) :
    (secondOrderEnergy n χ < 0 ↔ n = 1) ∧ (0 < secondOrderEnergy n χ ↔ n ≠ 1) := by
  have hE := (quadratic_stark_shift hn h).2
  by_cases h1 : n = 1
  · have hneg : secondOrderEnergy n χ < 0 := by
      rw [hE, h1]
      simp only [Nat.cast_one, one_mul]
      have hlt : 1 < 15 / π ^ 2 := by
        rw [lt_div_iff₀ (by positivity)]
        nlinarith [pi_pos, pi_lt_d2]
      exact div_neg_of_neg_of_pos (by linarith) (by positivity)
    exact ⟨iff_of_true hneg h1, iff_of_false (lt_asymm hneg) (fun h' => h' h1)⟩
  · have hpos : 0 < secondOrderEnergy n χ := by
      have h2 : (2 : ℝ) ≤ n := by exact_mod_cast (by omega : 2 ≤ n)
      have hk : 6 < n * π := by
        nlinarith [pi_gt_three, mul_nonneg (sub_nonneg.2 h2) pi_pos.le]
      have hk2 : 15 < (n * π) ^ 2 := by nlinarith
      have hlt : 15 / (n * π) ^ 2 < 1 := by
        rw [div_lt_iff₀ (by linarith)]
        linarith
      rw [hE]
      exact div_pos (by linarith) (by linarith)
    exact ⟨iff_of_false (lt_asymm hpos) h1, iff_of_true hpos h1⟩

end

end BoxStarkShift
```

```lean
#print axioms BoxStarkShift.quadratic_stark_shift
-- 'BoxStarkShift.quadratic_stark_shift' depends on axioms: [propext, Classical.choice, Quot.sound]
#print axioms BoxStarkShift.stark_shift_sign
-- 'BoxStarkShift.stark_shift_sign' depends on axioms: [propext, Classical.choice, Quot.sound]
```

In the file, `waveNumber n` is \(k\), `boxState n` is the normalised \(\psi\), and `secondOrderEnergy n χ` is the integral \(E_2\). The structure `IsResponse n E₁ χ χ₁ χ₂` says that `χ₁` and `χ₂` are the first and second derivatives of `χ` on the closed box, one-sided at the walls, and that `χ` satisfies the wall conditions and the equation. The wall conditions stand for infinitely high walls. Values outside the box play no part.

The lemma `integral_box` turns a derivative on the box into a difference of wall values. In `firstOrderEnergy_eq_zero`, the Wronskian minus an explicit antiderivative of \((E_1-y)\psi^2\) has derivative zero; comparing its wall values gives \(E_1=0\). `secondOrderEnergy_unique` is the two-response argument, where `linear_combination` multiplies each equation by the other response and subtracts.

`response_witness` checks the explicit \(\chi\), so a response exists for every \(n\ge1\). `secondOrderEnergy_response` replaces the integrations by parts with one antiderivative, whose derivative is confirmed by `field_simp` and `ring`. `quadratic_stark_shift` joins these results, and `stark_shift_sign` settles the sign from \(\pi<3.15\) and, for \(n\ge2\), \(n\pi>6\).

## A perturbation coefficient, not an energy curve

The theorems cover every real response of every level \(n\ge1\), with no orthogonality to \(\psi\) required. The field strength \(F\) does not appear in them: that \(E_2\) is the \(F^2\) coefficient of the true level energy is standard perturbation theory, taken here as the meaning of the integral. Nothing is said about strong fields, finite walls, interacting particles or the discretisation error of a grid.

A different formulation would define \(\varepsilon_n(F)\) as the \(n\)-th eigenvalue of \(H\) and state the result for \(\tfrac12\varepsilon_n''(0)\). That would speak about the energies themselves, but the proof would also have to show that the eigenvalue is twice differentiable in \(F\).

The Wronskian argument also works by hand for any continuous real potential \(V(x)\) in place of \(y\). It gives \(E_1=\int_0^1V\psi^2\,dx\), and \(\int_0^1\psi\,(V-E_1)\,\chi\,dx\) is again the same for every response.
